# For continuous integrands of degree −2, two Feynman parameters may be constrained by any line ax + by = 1 with a, b > 0

In a one-loop calculation with two propagators, the constraint $\delta(1-x-y)$ on the Feynman parameters $x$ and $y$ can be traded for another one that makes the remaining integral easier. If the integrand is continuous on the closed positive quadrant without the origin and homogeneous of degree $-2$, every constraint $\delta(1-ax-by)$ with $a,b>0$ gives the same convergent integral.

```lean
import Mathlib

open MeasureTheory Set

namespace ChengWuFreedom

noncomputable section

variable {E : Type*} [NormedAddCommGroup E] [NormedSpace ℝ E]

/-- The closed positive quadrant of two Feynman parameters, without the origin. -/
def quadrant : Set (ℝ × ℝ) := {p | 0 ≤ p.1 ∧ 0 ≤ p.2 ∧ p ≠ 0}

/-- A parametric integrand that is continuous on the quadrant without the origin and
homogeneous of degree `-2`. -/
structure IsProjectiveIntegrand (f : ℝ × ℝ → E) : Prop where
  cont : ContinuousOn f quadrant
  homog : ∀ t : ℝ, 0 < t → ∀ p ∈ quadrant, f (t * p.1, t * p.2) = (t ^ 2)⁻¹ • f p

/-- The integrand in `x` left over when the constraint `a x + b y = 1` eliminates `y`. -/
def constrained (f : ℝ × ℝ → E) (a b x : ℝ) : E := b⁻¹ • f (x, (1 - a * x) / b)

/-- For `a ≥ 0` and `b > 0`, the map `y ↦ 1 / (a + b y)` carries the positive ray onto the points `x
> 0` with `a x < 1`. -/
theorem image_ray {a b : ℝ} (ha : 0 ≤ a) (hb : 0 < b) :
    (fun y : ℝ => (a + b * y)⁻¹) '' Ioi 0 = {x | 0 < x ∧ a * x < 1} := by
  ext x
  constructor
  · rintro ⟨y, hy, rfl⟩
    have hy' : 0 < b * y := mul_pos hb hy
    have h : 0 < a + b * y := by linarith
    refine ⟨inv_pos.mpr h, ?_⟩
    show a * (a + b * y)⁻¹ < 1
    rw [← div_eq_mul_inv, div_lt_one h]
    linarith
  · rintro ⟨hx, hax⟩
    refine ⟨(1 - a * x) / (b * x), div_pos (by linarith) (mul_pos hb hx), ?_⟩
    have hx0 : x ≠ 0 := hx.ne'
    have hb0 : b ≠ 0 := hb.ne'
    have h : a + b * ((1 - a * x) / (b * x)) = x⁻¹ := by
      field_simp
      ring
    show (a + b * ((1 - a * x) / (b * x)))⁻¹ = x
    rw [h, inv_inv]

/-- For `a ≥ 0`, `b > 0` and `y > 0`, the constrained integrand at `x = 1 / (a + b y)`, multiplied
by the absolute Jacobian `|dx/dy|`, equals `f (1, y)`. -/
theorem jacobian_cancels {f : ℝ × ℝ → E} (hf : IsProjectiveIntegrand f) {a b y : ℝ}
    (ha : 0 ≤ a) (hb : 0 < b) (hy : 0 < y) :
    |-b / (a + b * y) ^ 2| • constrained f a b (a + b * y)⁻¹ = f (1, y) := by
  have hs : 0 < a + b * y := by linarith [mul_pos hb hy]
  have hs0 : a + b * y ≠ 0 := hs.ne'
  have hb0 : b ≠ 0 := hb.ne'
  have hsnd : (1 - a * (a + b * y)⁻¹) / b = (a + b * y)⁻¹ * y := by
    field_simp
    ring
  have hq : ((1 : ℝ), y) ∈ quadrant :=
    ⟨zero_le_one, hy.le, fun h => one_ne_zero (α := ℝ) (congrArg Prod.fst h)⟩
  have hh := hf.homog (a + b * y)⁻¹ (inv_pos.mpr hs) (1, y) hq
  simp only [mul_one] at hh
  have habs : |-b / (a + b * y) ^ 2| = b / (a + b * y) ^ 2 := by
    rw [neg_div, abs_neg, abs_of_pos (div_pos hb (pow_pos hs 2))]
  have hc : b / (a + b * y) ^ 2 * (b⁻¹ * (((a + b * y)⁻¹) ^ 2)⁻¹) = 1 := by
    field_simp
  unfold constrained
  rw [hsnd, hh, habs, smul_smul, smul_smul, mul_assoc, hc, one_smul]

/-- For `a ≥ 0` and `b > 0`, the constrained integral converges exactly when the integral
of `f (1, y)` over the positive ray does, and the two have the same value. -/
theorem change_of_constraint {f : ℝ × ℝ → E} (hf : IsProjectiveIntegrand f) {a b : ℝ}
    (ha : 0 ≤ a) (hb : 0 < b) :
    (IntegrableOn (constrained f a b) {x | 0 < x ∧ a * x < 1} ↔
      IntegrableOn (fun y => f (1, y)) (Ioi 0)) ∧
    ∫ x in {x | 0 < x ∧ a * x < 1}, constrained f a b x = ∫ y in Ioi 0, f (1, y) := by
  have hd : ∀ y ∈ Ioi (0 : ℝ), HasDerivWithinAt (fun y : ℝ => (a + b * y)⁻¹)
      (-b / (a + b * y) ^ 2) (Ioi 0) y := by
    intro y hy
    have hs : 0 < a + b * y := by linarith [mul_pos hb (mem_Ioi.mp hy)]
    have h1 : HasDerivAt (fun y : ℝ => a + b * y) b y :=
      (((hasDerivAt_id' y).const_mul b).const_add a).congr_deriv (mul_one b)
    exact (h1.inv hs.ne').hasDerivWithinAt
  have hinj : InjOn (fun y : ℝ => (a + b * y)⁻¹) (Ioi 0) := by
    intro y _ z _ h
    have h' : a + b * y = a + b * z := inv_injective h
    exact mul_left_cancel₀ hb.ne' (by linarith)
  have heq : EqOn (fun y => |-b / (a + b * y) ^ 2| • constrained f a b (a + b * y)⁻¹)
      (fun y => f (1, y)) (Ioi 0) := fun y hy => jacobian_cancels hf ha hb hy
  rw [← image_ray ha hb]
  constructor
  · rw [integrableOn_image_iff_integrableOn_abs_deriv_smul measurableSet_Ioi hd hinj]
    exact integrableOn_congr_fun heq measurableSet_Ioi
  · rw [integral_image_eq_integral_abs_deriv_smul measurableSet_Ioi hd hinj]
    exact setIntegral_congr_fun measurableSet_Ioi heq

/-- Cheng-Wu freedom for two parameters: for all `a, b > 0` the integral with constraint
`a x + b y = 1` converges and equals the convergent integral with constraint `x = 1`. -/
theorem cheng_wu {f : ℝ × ℝ → E} (hf : IsProjectiveIntegrand f) {a b : ℝ}
    (ha : 0 < a) (hb : 0 < b) :
    IntervalIntegrable (fun x => b⁻¹ • f (x, (1 - a * x) / b)) volume 0 (1 / a) ∧
    IntegrableOn (fun y => f (1, y)) (Ioi 0) ∧
    ∫ x in (0 : ℝ)..1 / a, b⁻¹ • f (x, (1 - a * x) / b) = ∫ y in Ioi 0, f (1, y) := by
  have hle : (0 : ℝ) ≤ 1 / a := (one_div_pos.mpr ha).le
  -- the segment a x + b y = 1 lies in the quadrant and avoids the origin
  have hmap : MapsTo (fun x : ℝ => (x, (1 - a * x) / b)) (Icc 0 (1 / a)) quadrant := by
    intro x hx
    have h1 : x * a ≤ 1 := (le_div_iff₀ ha).mp hx.2
    refine ⟨hx.1, div_nonneg (by linarith) hb.le, fun h => ?_⟩
    have hx0 : x = 0 := congrArg Prod.fst h
    have hy0 : (1 - a * x) / b = 0 := congrArg Prod.snd h
    rw [hx0] at hy0
    simp [hb.ne'] at hy0
  have hline : ContinuousOn (fun x : ℝ => (x, (1 - a * x) / b)) (Icc 0 (1 / a)) := by
    fun_prop
  have hc : ContinuousOn (constrained f a b) (Icc 0 (1 / a)) :=
    (hf.cont.comp hline hmap).const_smul b⁻¹
  have hset : {x : ℝ | 0 < x ∧ a * x < 1} = Ioo 0 (1 / a) := by
    ext x
    show (0 < x ∧ a * x < 1) ↔ (0 < x ∧ x < 1 / a)
    rw [lt_div_iff₀ ha, mul_comm x a]
  have key := change_of_constraint hf ha.le hb
  rw [hset] at key
  refine ⟨hc.intervalIntegrable_of_Icc hle,
    key.1.mp (hc.integrableOn_Icc.mono_set Ioo_subset_Icc_self), ?_⟩
  rw [intervalIntegral.integral_of_le hle, integral_Ioc_eq_integral_Ioo]
  exact key.2

/-- For `b > 0`, the constraint `b y = 1`, which leaves `x` free on the whole positive ray, gives a
convergent integral with the same value as the constraint `x = 1`. -/
theorem cheng_wu_single {f : ℝ × ℝ → E} (hf : IsProjectiveIntegrand f) {b : ℝ}
    (hb : 0 < b) :
    IntegrableOn (fun x => b⁻¹ • f (x, 1 / b)) (Ioi 0) ∧
    ∫ x in Ioi 0, b⁻¹ • f (x, 1 / b) = ∫ y in Ioi 0, f (1, y) := by
  have key := change_of_constraint hf le_rfl hb
  have hset : {x : ℝ | 0 < x ∧ 0 * x < 1} = Ioi 0 := by
    ext x
    simp
  have hfun : constrained f 0 b = fun x => b⁻¹ • f (x, 1 / b) := by
    funext x
    simp only [constrained, zero_mul, sub_zero]
  rw [hset, hfun] at key
  exact ⟨key.1.mpr (cheng_wu hf one_pos one_pos).2.1, key.2⟩

/-- The parametric kernel `1 / (A x + B y)²` of two propagator denominators `A` and `B`. -/
def propagatorKernel (A B : ℝ) (p : ℝ × ℝ) : ℝ := ((A * p.1 + B * p.2) ^ 2)⁻¹

/-- For positive denominators the two-propagator kernel is continuous on the quadrant
without the origin and homogeneous of degree `-2`. -/
theorem propagatorKernel_witness {A B : ℝ} (hA : 0 < A) (hB : 0 < B) :
    IsProjectiveIntegrand (propagatorKernel A B) := by
  have hpos : ∀ p ∈ quadrant, 0 < A * p.1 + B * p.2 := by
    rintro p ⟨hx, hy, h0⟩
    rcases hx.eq_or_lt with h | h
    · rcases hy.eq_or_lt with h' | h'
      · exact absurd (Prod.ext h.symm h'.symm) h0
      · linarith [mul_pos hB h', mul_nonneg hA.le hx]
    · linarith [mul_pos hA h, mul_nonneg hB.le hy]
  constructor
  · have h : ContinuousOn (fun p : ℝ × ℝ => (A * p.1 + B * p.2) ^ 2) quadrant := by
      fun_prop
    exact h.inv₀ fun p hp => (pow_pos (hpos p hp) 2).ne'
  · intro t _ p _
    show ((A * (t * p.1) + B * (t * p.2)) ^ 2)⁻¹
      = (t ^ 2)⁻¹ * ((A * p.1 + B * p.2) ^ 2)⁻¹
    rw [← mul_inv]
    congr 1
    ring

/-- Feynman's formula for two propagator denominators `A, B > 0`: the parametric integral equals `1
/ (A B)` for every constraint `a x + b y = 1` with `a, b > 0`. -/
theorem feynman_formula {A B a b : ℝ} (hA : 0 < A) (hB : 0 < B) (ha : 0 < a) (hb : 0 < b) :
    ∫ x in (0 : ℝ)..1 / a, b⁻¹ * ((A * x + B * ((1 - a * x) / b)) ^ 2)⁻¹ = 1 / (A * B) := by
  have hW := propagatorKernel_witness hA hB
  have hB0 : B ≠ 0 := hB.ne'
  -- move to the constraint A x + B y = 1, where the integrand is constant
  calc ∫ x in (0 : ℝ)..1 / a, b⁻¹ * ((A * x + B * ((1 - a * x) / b)) ^ 2)⁻¹
      = ∫ y in Ioi 0, propagatorKernel A B (1, y) := (cheng_wu hW ha hb).2.2
    _ = ∫ x in (0 : ℝ)..1 / A, B⁻¹ • propagatorKernel A B (x, (1 - A * x) / B) :=
        (cheng_wu hW hA hB).2.2.symm
    _ = ∫ _x in (0 : ℝ)..1 / A, B⁻¹ := by
        refine intervalIntegral.integral_congr fun x _ => ?_
        have h : A * x + B * ((1 - A * x) / B) = 1 := by
          field_simp
          ring
        show B⁻¹ * ((A * x + B * ((1 - A * x) / B)) ^ 2)⁻¹ = B⁻¹
        rw [h, one_pow, inv_one, mul_one]
    _ = 1 / (A * B) := by
        rw [intervalIntegral.integral_const, smul_eq_mul, sub_zero]
        field_simp

/-- For the degree `-3` kernel `1 / (x + y)³` the integral with constraint `c x + c y = 1`
equals `c`. -/
theorem degree_three_depends_on_constraint {c : ℝ} (hc : 0 < c) :
    ∫ x in (0 : ℝ)..1 / c, c⁻¹ * ((x + (1 - c * x) / c) ^ 3)⁻¹ = c := by
  have hc0 : c ≠ 0 := hc.ne'
  have h : ∀ x : ℝ, c⁻¹ * ((x + (1 - c * x) / c) ^ 3)⁻¹ = c ^ 2 := by
    intro x
    have hx : x + (1 - c * x) / c = c⁻¹ := by
      field_simp
      ring
    rw [hx]
    field_simp
  simp only [h]
  rw [intervalIntegral.integral_const, smul_eq_mul, sub_zero]
  field_simp

end

end ChengWuFreedom
```

```lean
#print axioms ChengWuFreedom.cheng_wu_single
#print axioms ChengWuFreedom.feynman_formula
#print axioms ChengWuFreedom.degree_three_depends_on_constraint
```

```
'ChengWuFreedom.cheng_wu_single' depends on axioms: [propext, Classical.choice, Quot.sound]
'ChengWuFreedom.feynman_formula' depends on axioms: [propext, Classical.choice, Quot.sound]
'ChengWuFreedom.degree_three_depends_on_constraint' depends on axioms: [propext, Classical.choice, Quot.sound]
```

## The constrained integral and its value

Let $f(x,y)$ be the integrand. Imposing the constraint with a delta function and integrating over $y$ first gives

$$\int_0^\infty\!\!\int_0^\infty \delta(1-ax-by)\,f(x,y)\,dy\,dx=\int_0^{1/a}\frac1b\,f\!\left(x,\frac{1-ax}{b}\right)dx .$$

The right-hand side is the integral in `cheng_wu`. The delta function itself does not occur in the file; its effect is written out as the substitution for $y$ and the factor $1/b$. The theorem has three conclusions for all $a,b>0$: this integral converges, the integral of $f(1,y)$ over $y>0$ converges, and the two are equal. The second integral belongs to the constraint $x=1$.

The convergence statements carry weight of their own. Lean assigns the value zero to the integral of a non-integrable function, so an equation between two integrals would not by itself exclude that both diverge.

The set `quadrant` contains the two positive axes but not the origin. The structure `IsProjectiveIntegrand` collects the two hypotheses on $f$: continuity on that set, and the scaling law

$$f(tx,ty)=t^{-2}f(x,y)\qquad\text{for } t>0 .$$

The values of $f$ lie in a real normed space `E`, which may be $\mathbb R$ or $\mathbb C$. The equalities between integrals have content when `E` is complete, as these two are; for an incomplete `E`, Lean sets every integral to zero. The function `constrained f a b` is the integrand in $x$ that remains after $y$ has been eliminated.

## What degree −2 and continuity mean for a loop integral

Degree $-2$ says that $f(x,y)\,dx\,dy$ does not change when both parameters are rescaled together. Only their ratio then carries information, and a constraint $ax+by=1$ with $a,b>0$ selects one point on each ray from the origin into the closed quadrant. Continuity up to the axes says that the integrand stays finite when one parameter vanishes, and that it has no singularity inside the quadrant.

The standard example is the kernel $1/(Ax+By)^2$, where $A$ and $B$ are propagator denominators. For $A,B>0$, `propagatorKernel_witness` proves both properties. Positive denominators occur at Euclidean momenta, for instance $A=k^2+m^2$ with $m>0$. In quantum electrodynamics, the result applies to the step that combines two such denominators in a one-loop self-energy or vacuum polarisation, before the momentum integral is done. The massless photon denominator $k^2$ in the electron self-energy is positive except at $k=0$. Minkowski denominators with an $i\varepsilon$ are not treated by this example.

The Cheng–Wu theorem is generally used for any number of parameters, with a constraint on the sum of any nonempty subset of them. The file treats two parameters. Besides the lines with $a,b>0$, `cheng_wu_single` covers the constraint $by=1$, which leaves $x$ free on the whole positive ray.

## The substitution that cancels its own Jacobian

Take $a\ge0$ and $b>0$. For $y>0$, set $s=a+by$, which is positive, and rescale the point $(1,y)$ by $1/s$. The new point $(1/s,\,y/s)$ satisfies

$$a\,\frac1s+b\,\frac ys=1,$$

so it lies on the constraint line. Its first coordinate is the new variable,

$$x=\frac{1}{a+by},\qquad \frac{1-ax}{b}=\frac ys .$$

As $y$ runs over the positive ray, $x$ takes each value with $x>0$ and $ax<1$ exactly once; the inverse is $y=(1-ax)/(bx)$. Homogeneity and differentiation give

$$f\!\left(\frac1s,\frac ys\right)=s^2f(1,y),\qquad \left|\frac{dx}{dy}\right|=\frac{b}{s^2}.$$

Therefore

$$\frac1b\,f\!\left(x,\frac{1-ax}{b}\right)\left|\frac{dx}{dy}\right|
=\frac1b\,s^2f(1,y)\,\frac b{s^2}=f(1,y).$$

The change of variables preserves absolute convergence as well as the value, so one integral converges exactly when the other does.

It remains to see that one of them converges. For $a>0$, the segment runs over the compact interval $0\le x\le1/a$. It avoids the origin, because $x=0$ forces $y=1/b$. The constrained integrand is therefore continuous on a compact interval, and its integral converges. Hence the integral of $f(1,y)$ converges too. For $a=0$, the substitution then carries this convergence over to the constraint $by=1$.

The factor $1/b$ is easily lost when $y=(1-ax)/b$ is substituted without the delta function in view. The answer is then multiplied by $b$ and depends on the constraint. The slip stays hidden for $x+y=1$, where $b=1$.

## How the Lean proof follows the substitution

The lemma `image_ray` identifies the range of $x$. One inclusion checks the two inequalities, and the other supplies the inverse $y=(1-ax)/(bx)$.

The lemma `jacobian_cancels` is the cancellation above. Inside it, `hsnd` computes the second coordinate $y/s$, `hh` applies homogeneity with $t=1/s$, `habs` removes the sign of the derivative, and `hc` checks that the scalar factors multiply to one.

In `change_of_constraint`, the derivative is `hd` and the injectivity of the substitution is `hinj`. Two change-of-variables theorems from Mathlib then transfer integrability and the value of the integral.

The proof of `cheng_wu` adds the compactness argument. Its step `hmap` shows that the closed segment stays in `quadrant`, and `hc` concludes that the integrand is continuous there. The change of variables works on the open interval, whereas the final integral includes an endpoint; a single point does not affect the value. The proof of `cheng_wu_single` sets $a=0$ and takes the convergence of the integral of $f(1,y)$ from `cheng_wu` with $a=b=1$.

## Feynman's formula, and a kernel of the wrong degree

The theorem `feynman_formula` states that, for all $A,B,a,b>0$,

$$\int_0^{1/a}\frac{dx}{b\left[Ax+B(1-ax)/b\right]^2}=\frac1{AB}.$$

With $a=b=1$ this is the familiar integral of $1/[Ax+B(1-x)]^2$ from $0$ to $1$. The proof applies `cheng_wu` twice, first to pass from the given constraint to $x=1$, and then to pass from there to $Ax+By=1$. On that last line the kernel equals one, so the integrand is the constant $1/B$ on an interval of length $1/A$. No antiderivative is needed, and $A=B$ is not a special case.

The degree condition is tested by $1/(x+y)^3$, which has degree $-3$. On the line $cx+cy=1$ with $c>0$, the sum $x+y$ is $1/c$. The integrand, including the factor $1/c$, is $c^2$, and the interval has length $1/c$. The integral is therefore $c$, as `degree_three_depends_on_constraint` states, and it changes with the constraint. In the substitution above, degree $-3$ would leave one factor $s=a+by$ uncancelled.

## Integrability in place of continuity

The hypothesis of continuity could be replaced by the assumption that $f(1,y)$ is integrable over $y>0$. This would admit integrands that are singular on the axes, such as

$$f(x,y)=\frac{1}{\sqrt{xy}\,(x+y)},\qquad \int_0^\infty\frac{dy}{\sqrt y\,(1+y)}=\pi ,$$

which is of the kind that appears when propagator denominators are raised to the power $1/2$. The substitution would go through as before, since the cancellation uses only homogeneity. The price is that convergence would become something to verify for each integrand, whereas `cheng_wu` derives it from continuity.
